# Interactions summed over ordered pairs of different orbitals equal the full double sum minus the diagonal

For a finite set of orbitals and a real matrix `A` of interactions between them, `offDiagSum A` adds the entries `A i j` over all ordered pairs with `i` and `j` different. The theorem `offDiagSum_eq_sub` says that this equals the sum of all entries minus the sum of the diagonal ones. The matrix need not be symmetric, and both `A i j` and `A j i` are counted. The proof reduces the claim to one row at a time, then uses `Finset.add_sum_erase`, which says that the diagonal entry plus the rest of the row gives the whole row.

As first written in Lean, the proof fails:

```lean
import Mathlib

open Finset

namespace OffDiagSumEqSub

noncomputable section

variable {ι : Type*} [Fintype ι] [DecidableEq ι]

/-- Sum of a matrix of orbital interactions over all pairs of different orbitals. -/
def offDiagSum (A : Matrix ι ι ℝ) : ℝ := ∑ i, ∑ j ∈ univ.erase i, A i j

/-- The off-diagonal sum is the full sum minus the diagonal sum. -/
theorem offDiagSum_eq_sub (A : Matrix ι ι ℝ) :
    offDiagSum A = ∑ i, ∑ j, A i j - ∑ i, A i i := by
  rw [offDiagSum, ← Finset.sum_sub_distrib]
  refine Finset.sum_congr rfl fun i _ => ?_
  have h := Finset.add_sum_erase univ (fun j => A i j) (mem_univ i)
  simp only at h
  linarith

end

end OffDiagSumEqSub
```

Lean reports:

```
Main.lean:20:2: error: `simp` made no progress

Note: The target expression is not type-correct under the `implicit` transparency level, which may have triggered the failure. This is usually caused by unfolding of semireducible definitions in prior tactic steps. Use `set_option linter.tacticCheckInstances true` to investigate the source of the issue.
Full error:
  function expected
    A i
```

Cause. The call `simp only at h` was given no lemmas. It was there to turn leftovers such as `(fun j => A i j) i` into `A i i`, but Lean had already done that when it gave `h` its type. `h` already said that `A i i` plus the rest of the row is the whole row, so `simp only` had nothing to change, and it counts that as an error.

The note about transparency points to something else. `Matrix` is a definition that stands for a function type, and at the `implicit` level Lean does not unfold it. It then does not see `A` as a function, so it rejects the application `A i`. The note offers this only as a possible trigger, and it is not the cause here. The repaired proof still writes the entries as `A i j`, and a leftover like the one above could have been reduced without unfolding `Matrix`.

Removing the `simp only` call is what cures the error. The repair also writes out the type of `h`, which makes the equation passed to `linarith` visible in the source but does not change what `h` says.

As a diff, the version that Lean accepts:

```diff
@@ -17,6 +17,6 @@
   rw [offDiagSum, ← Finset.sum_sub_distrib]
   refine Finset.sum_congr rfl fun i _ => ?_
-  have h := Finset.add_sum_erase univ (fun j => A i j) (mem_univ i)
-  simp only at h
+  have h : A i i + ∑ j ∈ univ.erase i, A i j = ∑ j, A i j :=
+    Finset.add_sum_erase univ (fun j => A i j) (mem_univ i)
   linarith
 
```
